# Contour deformation for a GW self-energy given as a finite sum of poles

The correlation self-energy is taken here as a finite sum over its poles, not as the convolution of a Green's function with a screened interaction along the real frequency axis. The evaluation of that convolution is therefore assumed. What is proved is that the pole sum can be rebuilt from an imaginary-axis integral and values of the screened interaction at real frequencies. There is no broadening: the excitations are undamped, and the real frequency $\omega$ stays off the poles and differs from every orbital energy.

Let $s$ label finitely many neutral excitations with energies $\Omega_s$ (`Om s`), in units with $\hbar=1$, and let $b_s$ be complex residues. The correlation part of the screened interaction, `screened Om b z`, is

$$W_c(z)=\sum_s\frac{2\Omega_s b_s}{z^2-\Omega_s^2}.$$

This form is even in $z$, as it is for a ground state with time-reversal symmetry. The theorems that need it assume $\Omega_s>0$: every excitation costs energy, as it does above a nondegenerate ground state.

```lean
import Mathlib

open MeasureTheory Filter Set
open scoped Real Topology

namespace GWContourDeformation

noncomputable section

variable {ι κ : Type*} [Fintype ι]

/-- The correlation part of the screened interaction, with excitation energies `Om s` and
residues `b s`, at complex frequencies `z` different from every `Om s` and `-Om s`. -/
def screened (Om : ι → ℝ) (b : ι → ℂ) (z : ℂ) : ℂ :=
  ∑ s, 2 * (Om s : ℂ) * b s / (z ^ 2 - (Om s : ℂ) ^ 2)
```

For a real energy $x$ measured from an orbital energy, `imagAxis W x` is

$$I(x)=-\frac1\pi\int_0^\infty\frac{x\,W(i\nu)}{x^2+\nu^2}\,d\nu .$$

```lean
/-- The integral of an interaction `W` along the positive imaginary axis, for an energy
`x ≠ 0` measured from an orbital energy. -/
def imagAxis (W : ℂ → ℂ) (x : ℝ) : ℂ :=
  -(1 / (π : ℂ)) * ∫ ν in Ioi (0 : ℝ),
    (x : ℂ) * W (Complex.I * (ν : ℂ)) / ((x : ℂ) ^ 2 + (ν : ℂ) ^ 2)
```

Let $m$ label finitely many orbitals with energies $e_m$. The set `occ` holds the occupied ones, and its complement `occᶜ` the empty ones. For a fixed matrix element of the self-energy, the residues $b_{ms}$ (`b m s`) carry the coupling to orbital $m$ and excitation $s$; they are given numbers here. Then `selfEnergy` is

$$\Sigma_c(\omega)=\sum_{m\,\text{occ}}\sum_s\frac{b_{ms}}{\omega-e_m+\Omega_s}+\sum_{m\,\text{empty}}\sum_s\frac{b_{ms}}{\omega-e_m-\Omega_s}.$$

```lean
/-- The correlation self-energy at a real frequency `ω` away from its poles: occupied orbitals
have poles at `e m - Om s`, empty orbitals at `e m + Om s`. -/
def selfEnergy [Fintype κ] [DecidableEq κ] (occ : Finset κ) (e : κ → ℝ) (Om : ι → ℝ)
    (b : κ → ι → ℂ) (ω : ℝ) : ℂ :=
  ∑ m ∈ occ, ∑ s, b m s / (((ω - e m : ℝ) : ℂ) + Om s) +
    ∑ m ∈ occᶜ, ∑ s, b m s / (((ω - e m : ℝ) : ℂ) - Om s)
```

## (a) An antiderivative of the Lorentzian

**Task.** For $a>0$, show that

$$\frac{d}{d\nu}\,\frac{\arctan(\nu/a)}{a}=\frac1{a^2+\nu^2}.$$

**Solution.** By the chain rule the derivative is $\frac1a\cdot\frac1a\cdot\frac1{1+\nu^2/a^2}$, and multiplying out the denominator gives the claim. In Lean the derivative is assembled by the same rule, and `field_simp` does the multiplication.

```lean
/-- A scaled arctangent is an antiderivative of the Lorentzian of width `a`. -/
theorem hasDerivAt_lorentzian {a : ℝ} (ha : 0 < a) (ν : ℝ) :
    HasDerivAt (fun t : ℝ => Real.arctan (t / a) / a) (1 / (a ^ 2 + ν ^ 2)) ν := by
  refine (((hasDerivAt_id' ν).div_const a).arctan.div_const a).congr_deriv ?_
  have h : a ^ 2 + ν ^ 2 ≠ 0 := by positivity
  field_simp
```

## (b) The integral of two Lorentzians

**Task.** For widths $a,b>0$, equal or not (here $b$ is a width, not a residue), show that the product of the two Lorentzians is integrable and that

$$\int_0^\infty\frac{d\nu}{(a^2+\nu^2)(b^2+\nu^2)}=\frac{\pi}{2ab(a+b)}.$$

**Solution.** If $a\ne b$, partial fractions give

$$\frac1{(a^2+\nu^2)(b^2+\nu^2)}=\frac1{b^2-a^2}\left(\frac1{a^2+\nu^2}-\frac1{b^2+\nu^2}\right).$$

By (a), the integral is

$$\frac{\pi}{2(b^2-a^2)}\left(\frac1a-\frac1b\right)=\frac{\pi(b-a)}{2ab(b-a)(b+a)}=\frac{\pi}{2ab(a+b)}.$$

If $a=b$, use

$$F(\nu)=\frac1{2a^2}\left(\frac{\nu}{a^2+\nu^2}+\frac{\arctan(\nu/a)}a\right).$$

The bracket has derivative

$$\frac{a^2-\nu^2}{(a^2+\nu^2)^2}+\frac1{a^2+\nu^2}=\frac{2a^2}{(a^2+\nu^2)^2},$$

so $F'$ is the integrand. Since $0\le\nu/(a^2+\nu^2)\le1/\nu$ for $\nu>0$, the first term vanishes at infinity, and $F$ rises from $0$ to $\pi/(4a^3)$, as claimed.

The Lean proof splits on `a = b` and supplies these two antiderivatives. Because the integrand is nonnegative, the finite limit of the antiderivative yields, in either case, both integrability and the value.

```lean
/-- The product of two Lorentzians of widths `a` and `b`, equal or not, is integrable over
positive frequencies, with integral `π / (2ab(a + b))`. -/
theorem lorentzian_product {a b : ℝ} (ha : 0 < a) (hb : 0 < b) :
    IntegrableOn (fun ν : ℝ => 1 / ((a ^ 2 + ν ^ 2) * (b ^ 2 + ν ^ 2))) (Ioi 0) ∧
    ∫ ν in Ioi (0 : ℝ), 1 / ((a ^ 2 + ν ^ 2) * (b ^ 2 + ν ^ 2)) =
      π / (2 * a * b * (a + b)) := by
  have lim : ∀ c : ℝ, 0 < c →
      Tendsto (fun t : ℝ => Real.arctan (t / c) / c) atTop (𝓝 (π / 2 / c)) := fun c hc =>
    ((Real.tendsto_arctan_atTop.mono_right nhdsWithin_le_nhds).comp
      (tendsto_id.atTop_div_const hc)).div_const c
  -- it suffices to give an antiderivative with the right limit
  obtain ⟨F, hF, hlim, h0⟩ : ∃ F : ℝ → ℝ,
      (∀ ν, HasDerivAt F (1 / ((a ^ 2 + ν ^ 2) * (b ^ 2 + ν ^ 2))) ν) ∧
      Tendsto F atTop (𝓝 (π / (2 * a * b * (a + b)))) ∧ F 0 = 0 := by
    by_cases hab : a = b
    · subst b
      refine ⟨fun t => (t / (a ^ 2 + t ^ 2) + Real.arctan (t / a) / a) / (2 * a ^ 2),
        fun ν => ?_, ?_, by simp⟩
      · have h : a ^ 2 + ν ^ 2 ≠ 0 := by positivity
        have hd : HasDerivAt (fun t : ℝ => a ^ 2 + t ^ 2) (2 * ν) ν := by
          simpa using (hasDerivAt_pow 2 ν).const_add (a ^ 2)
        refine ((((hasDerivAt_id' ν).fun_div hd h).fun_add
          (hasDerivAt_lorentzian ha ν)).div_const (2 * a ^ 2)).congr_deriv ?_
        field_simp
        ring
      · have hz : Tendsto (fun t : ℝ => t / (a ^ 2 + t ^ 2)) atTop (𝓝 0) := by
          refine squeeze_zero' ?_ ?_ tendsto_inv_atTop_zero
          · filter_upwards [eventually_gt_atTop (0 : ℝ)] with t ht
            positivity
          · filter_upwards [eventually_gt_atTop (0 : ℝ)] with t ht
            rw [inv_eq_one_div, div_le_div_iff₀ (by positivity) ht]
            nlinarith [sq_nonneg a]
        have hL : π / (2 * a * a * (a + a)) = (0 + π / 2 / a) / (2 * a ^ 2) := by
          field_simp
          ring
        rw [hL]
        exact (hz.add (lim a ha)).div_const _
    · have hd : b ^ 2 - a ^ 2 ≠ 0 := by
        intro h
        have h' : (b - a) * (b + a) = 0 := by linear_combination h
        rcases mul_eq_zero.1 h' with h1 | h1
        · exact hab (by linarith)
        · linarith
      refine ⟨fun t => (Real.arctan (t / a) / a - Real.arctan (t / b) / b) / (b ^ 2 - a ^ 2),
        fun ν => ?_, ?_, by simp⟩
      · have h1 : a ^ 2 + ν ^ 2 ≠ 0 := by positivity
        have h2 : b ^ 2 + ν ^ 2 ≠ 0 := by positivity
        refine (((hasDerivAt_lorentzian ha ν).fun_sub
          (hasDerivAt_lorentzian hb ν)).div_const (b ^ 2 - a ^ 2)).congr_deriv ?_
        field_simp
        ring
      · have hL : π / (2 * a * b * (a + b)) =
            (π / 2 / a - π / 2 / b) / (b ^ 2 - a ^ 2) := by
          have hs : a + b ≠ 0 := by positivity
          field_simp
          ring
        rw [hL]
        exact ((lim a ha).sub (lim b hb)).div_const _
  have hpos : ∀ ν ∈ Ioi (0 : ℝ), 0 ≤ 1 / ((a ^ 2 + ν ^ 2) * (b ^ 2 + ν ^ 2)) :=
    fun ν _ => by positivity
  refine ⟨integrableOn_Ioi_deriv_of_nonneg' (fun ν _ => hF ν) hpos hlim, ?_⟩
  rw [integral_Ioi_of_hasDerivAt_of_nonneg' (fun ν _ => hF ν) hpos hlim, h0, sub_zero]
```

## (c) The integrand on the imaginary axis

**Task.** For $x\neq0$, $\Omega_s>0$ and $\nu>0$, show that

$$\frac{x\,W_c(i\nu)}{x^2+\nu^2}=-\sum_s\frac{2\Omega_s x\,b_s}{(|x|^2+\nu^2)(\Omega_s^2+\nu^2)}.$$

**Solution.** Since $(i\nu)^2-\Omega_s^2=-(\Omega_s^2+\nu^2)$, each term of $W_c(i\nu)$ is $-2\Omega_sb_s/(\Omega_s^2+\nu^2)$. Multiply by $x/(x^2+\nu^2)$ and write $x^2=|x|^2$. Lean compares the two sums term by term with `Finset.sum_congr`.

```lean
/-- On the imaginary axis the integrand is a weighted sum of products of two Lorentzians, one for
each excitation. -/
theorem integrand_eq (Om : ι → ℝ) (b : ι → ℂ) (x ν : ℝ) :
    (x : ℂ) * screened Om b (Complex.I * (ν : ℂ)) / ((x : ℂ) ^ 2 + (ν : ℂ) ^ 2) =
      ∑ s, (-(2 * (Om s : ℂ) * x * b s)) *
        ((1 / ((|x| ^ 2 + ν ^ 2) * (Om s ^ 2 + ν ^ 2)) : ℝ) : ℂ) := by
  rw [screened, Finset.mul_sum, Finset.sum_div]
  refine Finset.sum_congr rfl fun s _ => ?_
  have h : (Complex.I * (ν : ℂ)) ^ 2 - (Om s : ℂ) ^ 2 = -((Om s : ℂ) ^ 2 + (ν : ℂ) ^ 2) := by
    rw [mul_pow, Complex.I_sq]
    ring
  rw [h, div_neg, sq_abs]
  push_cast
  simp only [one_div, mul_inv]
  ring
```

## (d) Convergence of the imaginary-axis integral

**Task.** For $x\ne0$ and all $\Omega_s>0$, show that

$$\int_0^\infty\left|\frac{x\,W_c(i\nu)}{x^2+\nu^2}\right|d\nu<\infty .$$

**Solution.** By (c) the integrand is a finite sum of constants times products of Lorentzians with widths $|x|>0$ and $\Omega_s>0$. Each product is integrable by (b), hence so is the sum.

```lean
/-- The imaginary-axis integrand is integrable for every nonzero energy `x`. -/
theorem integrable_integrand {Om : ι → ℝ} (hOm : ∀ s, 0 < Om s) (b : ι → ℂ) {x : ℝ}
    (hx : x ≠ 0) :
    IntegrableOn (fun ν : ℝ => (x : ℂ) * screened Om b (Complex.I * (ν : ℂ)) /
      ((x : ℂ) ^ 2 + (ν : ℂ) ^ 2)) (Ioi 0) := by
  simp only [integrand_eq]
  exact integrable_finsetSum _ fun s _ => Integrable.const_mul
    (Integrable.ofReal (lorentzian_product (abs_pos.2 hx) (hOm s)).1) _
```

## (e) The integral in closed form

**Task.** Under the same conditions, show that

$$I(x)=\sum_s b_s\,\frac{x}{|x|\,(|x|+\Omega_s)}.$$

**Solution.** Integrability lets the integral pass through the sum. With (b), the term for excitation $s$ is

$$-\frac1\pi\,(-2\Omega_s x\,b_s)\,\frac{\pi}{2|x|\Omega_s(|x|+\Omega_s)}=\frac{b_s\,x}{|x|(|x|+\Omega_s)}.$$

In Lean, `integral_finsetSum` exchanges sum and integral, `hc` moves the real integral into the complex numbers, and `field_simp` cancels the factors.

```lean
/-- The imaginary-axis integral in closed form, as a sum over the excitations. -/
theorem imagAxis_eq {Om : ι → ℝ} (hOm : ∀ s, 0 < Om s) (b : ι → ℂ) {x : ℝ} (hx : x ≠ 0) :
    imagAxis (screened Om b) x = ∑ s, b s * ((x / (|x| * (|x| + Om s)) : ℝ) : ℂ) := by
  have ha := abs_pos.2 hx
  unfold imagAxis
  simp only [integrand_eq]
  rw [integral_finsetSum _ fun s _ => Integrable.const_mul
    (Integrable.ofReal (lorentzian_product ha (hOm s)).1) _, Finset.mul_sum]
  refine Finset.sum_congr rfl fun s _ => ?_
  have hc : ∫ ν in Ioi (0 : ℝ),
      ((1 / ((|x| ^ 2 + ν ^ 2) * (Om s ^ 2 + ν ^ 2)) : ℝ) : ℂ) =
      ((∫ ν in Ioi (0 : ℝ), 1 / ((|x| ^ 2 + ν ^ 2) * (Om s ^ 2 + ν ^ 2)) : ℝ) : ℂ) :=
    integral_ofReal (𝕜 := ℂ)
      (f := fun ν : ℝ => 1 / ((|x| ^ 2 + ν ^ 2) * (Om s ^ 2 + ν ^ 2)))
  rw [integral_const_mul, hc, (lorentzian_product ha (hOm s)).2]
  have h1 : (π : ℂ) ≠ 0 := by exact_mod_cast Real.pi_ne_zero
  have h2 : (Om s : ℂ) ≠ 0 := by exact_mod_cast (hOm s).ne'
  have h3 : ((|x| : ℝ) : ℂ) ≠ 0 := by exact_mod_cast ha.ne'
  have h4 : ((|x| : ℝ) : ℂ) + Om s ≠ 0 := by exact_mod_cast (add_pos ha (hOm s)).ne'
  push_cast
  field_simp
```

## (f) Reflection of the energy

**Task.** For any interaction $W$ for which the integral $I(x)$ converges, show that

$$I(-x)=-I(x).$$

**Solution.** Replacing $x$ by $-x$ changes the sign of the numerator and leaves $x^2+\nu^2$ and $W(i\nu)$ alone. The integrand, and with it the integral, changes sign.

```lean
/-- The imaginary-axis integral is an odd function of the energy `x`. -/
theorem imagAxis_neg (W : ℂ → ℂ) (x : ℝ) : imagAxis W (-x) = -imagAxis W x := by
  unfold imagAxis
  simp only [Complex.ofReal_neg, neg_mul, neg_div, neg_sq, integral_neg, mul_neg]
```

## (g) An occupied orbital

**Task.** Let $x\ne0$, $\Omega_s>0$ and $x+\Omega_s\ne0$ for all $s$. Write $[P]$ for $1$ if $P$ holds and $0$ otherwise, with the bracketed term absent in the second case. Show that

$$\sum_s\frac{b_s}{x+\Omega_s}=I(x)-[x<0]\,W_c(|x|).$$

**Solution.** If $x>0$, then $x/|x|=1$ and (e) is already the left side.

If $x<0$, then $|x|=-x$, and (e) gives

$$I(x)=-\sum_s\frac{b_s}{\Omega_s-x}=\sum_s\frac{b_s}{x-\Omega_s}.$$

These poles lie on the wrong side. Partial fractions give

$$W_c(|x|)=\sum_s\frac{2\Omega_sb_s}{x^2-\Omega_s^2}=\sum_s b_s\left(\frac1{x-\Omega_s}-\frac1{x+\Omega_s}\right),$$

and subtracting this leaves $\sum_s b_s/(x+\Omega_s)$.

The Lean proof makes the same split on the sign of $x$. For $x<0$, `e1` and `e2` factor the denominators before `field_simp` and `ring` finish the algebra.

```lean
/-- Occupied orbital: the sum over poles is the imaginary-axis integral, minus the screened
interaction at `|x|` when `x < 0`. -/
theorem occupied {Om : ι → ℝ} (hOm : ∀ s, 0 < Om s) (b : ι → ℂ) {x : ℝ} (hx : x ≠ 0)
    (hp : ∀ s, x + Om s ≠ 0) :
    ∑ s, b s / ((x : ℂ) + Om s) = imagAxis (screened Om b) x -
      if x < 0 then screened Om b ((|x| : ℝ) : ℂ) else 0 := by
  have h0 : (x : ℂ) ≠ 0 := by exact_mod_cast hx
  have h1 : ∀ s, (x : ℂ) + Om s ≠ 0 := fun s => by exact_mod_cast hp s
  rw [imagAxis_eq hOm b hx]
  rcases lt_or_gt_of_ne hx with h | h
  · rw [if_pos h, screened, ← Finset.sum_sub_distrib]
    refine Finset.sum_congr rfl fun s _ => ?_
    have h2 : (x : ℂ) - Om s ≠ 0 := by
      have h3 : x - Om s ≠ 0 := ne_of_lt (by linarith [hOm s])
      exact_mod_cast h3
    have h3 := h1 s
    rw [abs_of_neg h]
    push_cast
    -- partial fractions: the residue moves the pole to the other side
    have e1 : -(x : ℂ) * (-(x : ℂ) + Om s) = x * (x - Om s) := by ring
    have e2 : (-(x : ℂ)) ^ 2 - (Om s : ℂ) ^ 2 = (x + Om s) * (x - Om s) := by ring
    rw [e1, e2]
    field_simp
    ring
  · rw [if_neg (not_lt_of_ge h.le), sub_zero]
    refine Finset.sum_congr rfl fun s _ => ?_
    have h3 := h1 s
    rw [abs_of_pos h]
    push_cast
    field_simp
```

## (h) An empty orbital

**Task.** Let $x\ne0$, $\Omega_s>0$ and $x-\Omega_s\ne0$ for all $s$. Show that

$$\sum_s\frac{b_s}{x-\Omega_s}=I(x)+[x>0]\,W_c(|x|).$$

**Solution.** The left side is $-\sum_s b_s/(-x+\Omega_s)$. Apply (g) at $-x$, then (f):

$$-\bigl(I(-x)-[-x<0]\,W_c(|x|)\bigr)=I(x)+[x>0]\,W_c(|x|).$$

In Lean, `e` is the first rewriting and `h` is the occupied result at $-x$.

```lean
/-- Empty orbital: the sum over poles is the imaginary-axis integral, plus the screened
interaction at `|x|` when `x > 0`. -/
theorem empty {Om : ι → ℝ} (hOm : ∀ s, 0 < Om s) (b : ι → ℂ) {x : ℝ} (hx : x ≠ 0)
    (hp : ∀ s, x - Om s ≠ 0) :
    ∑ s, b s / ((x : ℂ) - Om s) = imagAxis (screened Om b) x +
      if 0 < x then screened Om b ((|x| : ℝ) : ℂ) else 0 := by
  -- reflect the energy and use the occupied case
  have h := occupied hOm b (neg_ne_zero.2 hx) (fun s hs => hp s (by linarith))
  rw [imagAxis_neg, abs_neg] at h
  have e : ∑ s, b s / ((x : ℂ) - Om s) = -∑ s, b s / (((-x : ℝ) : ℂ) + Om s) := by
    rw [← Finset.sum_neg_distrib]
    refine Finset.sum_congr rfl fun s _ => ?_
    rw [← div_neg]
    congr 1
    push_cast
    ring
  rw [e, h]
  by_cases h0 : 0 < x
  · rw [if_pos h0, if_pos (neg_lt_zero.2 h0)]
    ring
  · rw [if_neg h0, if_neg (fun h' => h0 (neg_lt_zero.1 h'))]
    ring
```

## (i) All orbitals together

**Task.** Let $W_m$ and $I_m$ be $W_c$ and $I$ with residues $b_{ms}$. Suppose that all $\Omega_s>0$, that $\omega$ differs from every $e_m$, and that no denominator in $\Sigma_c(\omega)$ vanishes. Show that

$$\Sigma_c(\omega)=\sum_m I_m(\omega-e_m)-\sum_{\substack{m\,\text{occ}\\ \omega<e_m}}W_m(|\omega-e_m|)+\sum_{\substack{m\,\text{empty}\\ e_m<\omega}}W_m(|\omega-e_m|).$$

**Solution.** Put $x=\omega-e_m$. Use (g) for each occupied orbital, where $x<0$ means $\omega<e_m$, and (h) for each empty one, where $x>0$ means $e_m<\omega$. Adding the results joins the integrals into one sum over all orbitals and leaves the two restricted sums.

In Lean, `h1` and `h2` are these two uses. On the right side of the claim, `Finset.sum_add_sum_compl` splits the sum of integrals into occupied and empty orbitals, and `Finset.sum_filter` turns the restricted sums into sums with conditions. Then `ring` matches the two sides.

For a finite set of undamped excitations, this lets a GW calculation obtain the correlation self-energy at real $\omega$ from integrals whose integrands have no poles on the path, plus finitely many values of the screened interaction.

```lean
/-- Contour deformation: the self-energy is the sum of all imaginary-axis integrals, minus the
screened interaction at `|ω - e m|` for each occupied orbital above `ω`, plus the screened
interaction at `|ω - e m|` for each empty orbital below `ω`. -/
theorem selfEnergy_eq_contour [Fintype κ] [DecidableEq κ] (occ : Finset κ) (e : κ → ℝ)
    {Om : ι → ℝ} (hOm : ∀ s, 0 < Om s) (b : κ → ι → ℂ) {ω : ℝ} (hω : ∀ m, ω ≠ e m)
    (hocc : ∀ m ∈ occ, ∀ s, ω - e m + Om s ≠ 0)
    (hemp : ∀ m ∈ occᶜ, ∀ s, ω - e m - Om s ≠ 0) :
    selfEnergy occ e Om b ω = ∑ m, imagAxis (screened Om (b m)) (ω - e m) -
      ∑ m ∈ occ with ω < e m, screened Om (b m) ((|ω - e m| : ℝ) : ℂ) +
      ∑ m ∈ occᶜ with e m < ω, screened Om (b m) ((|ω - e m| : ℝ) : ℂ) := by
  have h1 : ∀ m ∈ occ, ∑ s, b m s / (((ω - e m : ℝ) : ℂ) + Om s) =
      imagAxis (screened Om (b m)) (ω - e m) -
        if ω < e m then screened Om (b m) ((|ω - e m| : ℝ) : ℂ) else 0 := fun m hm => by
    rw [occupied hOm (b m) (sub_ne_zero.2 (hω m)) (hocc m hm)]
    by_cases h : ω < e m
    · rw [if_pos h, if_pos (sub_neg.2 h)]
    · rw [if_neg h, if_neg (fun h' => h (sub_neg.1 h'))]
  have h2 : ∀ m ∈ occᶜ, ∑ s, b m s / (((ω - e m : ℝ) : ℂ) - Om s) =
      imagAxis (screened Om (b m)) (ω - e m) +
        if e m < ω then screened Om (b m) ((|ω - e m| : ℝ) : ℂ) else 0 := fun m hm => by
    rw [empty hOm (b m) (sub_ne_zero.2 (hω m)) (hemp m hm)]
    by_cases h : e m < ω
    · rw [if_pos h, if_pos (sub_pos.2 h)]
    · rw [if_neg h, if_neg (fun h' => h (sub_pos.1 h'))]
  rw [selfEnergy, Finset.sum_congr rfl h1, Finset.sum_congr rfl h2, Finset.sum_sub_distrib,
    Finset.sum_add_distrib, ← Finset.sum_add_sum_compl occ, Finset.sum_filter,
    Finset.sum_filter]
  ring

end

end GWContourDeformation
```

```lean
#print axioms GWContourDeformation.integrable_integrand
#print axioms GWContourDeformation.selfEnergy_eq_contour
```

```
'GWContourDeformation.integrable_integrand' depends on axioms: [propext, Classical.choice, Quot.sound]
'GWContourDeformation.selfEnergy_eq_contour' depends on axioms: [propext, Classical.choice, Quot.sound]
```

## One excitation in numbers, and the failure at an orbital energy

Take one excitation with $\Omega=2$ and $b=1$, and one occupied orbital with $x=\omega-e=-1$. The pole term is $1/(-1+2)=1$. On the other side, $I(-1)=-1/(1\cdot3)=-1/3$ and $W_c(1)=4/(1-4)=-4/3$, so $I(-1)-W_c(1)=1$. If the orbital is empty, the pole term is $1/(-1-2)=-1/3$, which is $I(-1)$ alone.

Now let $\omega=e$, so that $x=0$, and keep the orbital occupied. The pole term is $1/2$. The integrand of $I(0)$ is zero for every $\nu>0$, and no residue is counted because $x<0$ is false, so the right side is $0$. The formula fails there, although the self-energy itself is finite.
